# A positive semidefinite Hermitian matrix annihilates any vector at which its quadratic form vanishes

Let `B` be a Hermitian complex matrix on a finite index set, with the real part of ⟨x, Bx⟩ non-negative for every vector x. The theorem says that if this quantity is zero at `u`, then `B *ᵥ u = 0`. Vectors need not be normalised: for nonzero x, the mean value of the observable `B` is `expect B x` divided by ⟨x, x⟩, so a state in which a non-negative observable has mean value zero is an eigenvector with eigenvalue zero. The proof sets w = Bu and expands the form at u + tw as a quadratic in the real number t. Since the quadratic is never negative, its discriminant is at most zero, which forces w to vanish.

The first attempt, which Lean rejects:

```lean
import Mathlib

open Matrix

namespace MulVecEqZeroOfExpectEqZero

noncomputable section

variable {n : Type*} [Fintype n]

/-- The real part of `⟨x, A x⟩`; for Hermitian `A` and a unit vector `x` it is the mean value
of `A` in the state `x`. -/
def expect (A : Matrix n n ℂ) (x : n → ℂ) : ℝ := (star x ⬝ᵥ A *ᵥ x).re

/-- If a Hermitian matrix has no negative mean value and its mean value vanishes at `u`,
then it annihilates `u`. -/
theorem mulVec_eq_zero_of_expect_eq_zero {B : Matrix n n ℂ} (hB : B.IsHermitian)
    (hpos : ∀ x, 0 ≤ expect B x) {u : n → ℂ} (hu : expect B u = 0) : B *ᵥ u = 0 := by
  obtain ⟨w, hw⟩ : ∃ w, B *ᵥ u = w := ⟨_, rfl⟩
  have hs : star u ⬝ᵥ B *ᵥ w = star w ⬝ᵥ w := by
    have h1 : star w = star u ᵥ* B := by rw [← hw, Matrix.star_mulVec, hB.eq]
    rw [Matrix.dotProduct_mulVec, ← h1]
  -- vary the state along `w = B u`: the energy is a quadratic polynomial in `t`
  have hq : ∀ t : ℝ, 0 ≤ expect B w * (t * t) + (2 * (star w ⬝ᵥ w).re) * t + 0 := by
    intro t
    have h2 : expect B (u + (t : ℂ) • w)
        = expect B w * (t * t) + (2 * (star w ⬝ᵥ w).re) * t + expect B u := by
      simp only [expect, Matrix.mulVec_add, Matrix.mulVec_smul, star_add, star_smul,
        add_dotProduct, dotProduct_add, smul_dotProduct, dotProduct_smul, smul_eq_mul, hs, hw,
        Complex.star_def, Complex.conj_ofReal, Complex.add_re, Complex.re_ofReal_mul]
      ring
    rw [← hu, ← h2]
    exact hpos _
  have hd := discrim_le_zero hq
  have h0 : (star w ⬝ᵥ w).re = 0 := by
    unfold discrim at hd
    have h3 : (star w ⬝ᵥ w).re ^ 2 = 0 :=
      le_antisymm (by linarith) (sq_nonneg _)
    exact pow_eq_zero_iff (two_ne_zero) |>.1 h3
  have hn : (star w ⬝ᵥ w).re = ∑ i, Complex.normSq (w i) := by
    simp [dotProduct, Complex.normSq_apply]
  rw [hn, Finset.sum_eq_zero_iff_of_nonneg (fun i _ => Complex.normSq_nonneg _)] at h0
  rw [hw]
  ext i
  exact Complex.normSq_eq_zero.1 (h0 i (Finset.mem_univ i))

end

end MulVecEqZeroOfExpectEqZero
```

Compiling this gives:

```
Main.lean:33:4: error: Type mismatch
  hpos ?m.211
has type
  0 ≤ expect B ?m.211
but is expected to have type
  expect B u ≤ expect B (u + ↑t • w)
```

What went wrong. The error comes from rewriting with `← hu`. As `hu` says `expect B u = 0`, the reversed rewrite turns every real `0` in the goal into `expect B u`. The goal has two: the constant term at the end of the quadratic, where the change is needed to match `h2`, and the left side of the inequality, where it is not. After `← h2` folds up the polynomial, the goal is `expect B u ≤ expect B (u + ↑t • w)`, while `hpos` gives an inequality whose left side is `0`. The two left sides are equal by the hypothesis `hu`, but not by definition, so `exact` can't identify them.

The repair works forwards from `hpos` at the vector `u + (t : ℂ) • w`. Rewriting that fact with `h2` expands its right side into the polynomial, and `hu` then replaces the constant term `expect B u` by `0`. The left side stays `0` throughout, and the result `h3` is exactly the original goal.

This version goes through:

```diff
@@ -30,6 +30,7 @@
         Complex.star_def, Complex.conj_ofReal, Complex.add_re, Complex.re_ofReal_mul]
       ring
-    rw [← hu, ← h2]
-    exact hpos _
+    have h3 := hpos (u + (t : ℂ) • w)
+    rw [h2, hu] at h3
+    exact h3
   have hd := discrim_le_zero hq
   have h0 : (star w ⬝ᵥ w).re = 0 := by
```
